# A nondegenerate real state of a linear molecule has no paramagnetic matrix elements of the axial angular momentum

**Q.** I see matrices called H and K and a vector v. What do they stand for?

**A.** States are coefficient vectors in a finite orthonormal basis of real functions, indexed by `n`. H is the spin-free Hamiltonian matrix. K is the matrix of −∂/∂φ, summed over the electrons; it generates rotations of the electrons about the molecular axis. With ħ = 1 the axial angular momentum is

L = iK.

The vector v holds the real coefficients of the state of interest and E is its energy. In Lean, `*ᵥ` applies a matrix to a vector and `⬝ᵥ` is the dot product without complex conjugation.

```lean
import Mathlib

open Matrix

namespace RamseyAxialShielding

noncomputable section

variable {n : Type*} [Fintype n]
```

**Q.** How is "nondegenerate" expressed?

**A.** By three conditions: v is not zero, Hv = Ev, and every real w with Hw = Ew is a multiple of v. Nothing says that E is the lowest energy, so the ground state is one case among others. Nor is v assumed to be normalised; the results are all zeros, which normalisation does not change.

```lean
/-- The real vector `v` is an eigenvector of the real matrix `H` with energy `E`, and every
real solution of the eigenvalue equation at this energy is a multiple of `v`. -/
def IsNondegenerate (H : Matrix n n ℝ) (E : ℝ) (v : n → ℝ) : Prop :=
  v ≠ 0 ∧ H *ᵥ v = E • v ∧ ∀ w : n → ℝ, H *ᵥ w = E • w → ∃ c : ℝ, w = c • v
```

**Q.** But L is imaginary, and your vectors are real.

**A.** Two definitions make the passage to complex numbers. `toComplex` reads a real state as a complex one, and `axialL K` is the matrix iK.

```lean
/-- A real state regarded as a complex state. -/
def toComplex (v : n → ℝ) : n → ℂ := fun i => (v i : ℂ)

/-- The axial angular momentum `L = iK` built from a real matrix `K`. -/
def axialL (K : Matrix n n ℝ) : Matrix n n ℂ :=
  Complex.I • K.map (fun a => (a : ℂ))
```

**Q.** Before any more code, show me the argument as you would do it by hand.

**A.** Two properties of K are assumed. It is antisymmetric, Kᵀ = −K, as a real rotation generator is in an orthonormal basis. It also commutes with H, which stands for the axial symmetry of the molecule. First, antisymmetry makes Kv orthogonal to v:

v·Kv = (Kᵀv)·v = −(Kv)·v = −v·Kv, so v·Kv = 0.

Second, commutation keeps Kv in the same level:

H(Kv) = K(Hv) = E(Kv).

Third, the level is nondegenerate, so Kv = cv for some real c, and

0 = v·Kv = c(v·v).

Since v ≠ 0, v·v > 0. Hence c = 0 and Kv = 0. For every complex state u, then,

⟨u, Lv⟩ = i⟨u, Kv⟩ = 0.

**Q.** You never used the symmetry of H.

**A.** No, and the theorems do not assume it. A physical H in this basis is symmetric, so it is covered.

**Q.** Is L at least a proper observable?

**A.** Yes. Antisymmetry gives K_ji = −K_ij, and conjugating i supplies a second sign, so the conjugate of L_ji is L_ij. The next lemma checks this entry by entry. The one after it says that Lv is i times the real vector Kv, which lets the rest of the work stay with real vectors.

```lean
omit [Fintype n] in
/-- If `K` is real and antisymmetric, then `L = iK` is Hermitian. -/
theorem axialL_isHermitian {K : Matrix n n ℝ} (hK : Kᵀ = -K) :
    (axialL K).IsHermitian := by
  refine Matrix.IsHermitian.ext fun i j => ?_
  have h : K j i = -K i j := congrFun (congrFun hK i) j
  simp [axialL, h]

/-- On a real state `v`, the angular momentum `L = iK` acts as `i` times the real
vector `Kv`. -/
theorem axialL_mulVec (K : Matrix n n ℝ) (v : n → ℝ) :
    axialL K *ᵥ toComplex v = Complex.I • toComplex (K *ᵥ v) := by
  ext i
  simp [axialL, toComplex, Matrix.mulVec, dotProduct, Finset.mul_sum, mul_assoc]
```

**Q.** Where is the orthogonality step?

**A.** Here. The `calc` block moves K to the other factor as a transpose, uses Kᵀ = −K and swaps the factors. `linarith` then concludes that a number equal to its own negative is zero.

```lean
/-- For a real antisymmetric `K` and any real state `v`, the vector `Kv` is orthogonal
to `v`. -/
theorem dotProduct_rotation_eq_zero {K : Matrix n n ℝ} (hK : Kᵀ = -K) (v : n → ℝ) :
    v ⬝ᵥ (K *ᵥ v) = 0 := by
  -- moving `K` to the other factor changes the sign
  have h : v ⬝ᵥ (K *ᵥ v) = -(v ⬝ᵥ (K *ᵥ v)) := by
    calc v ⬝ᵥ (K *ᵥ v) = (v ᵥ* K) ⬝ᵥ v := Matrix.dotProduct_mulVec v K v
      _ = (Kᵀ *ᵥ v) ⬝ᵥ v := by rw [Matrix.mulVec_transpose]
      _ = -(v ⬝ᵥ (K *ᵥ v)) := by
        rw [hK, Matrix.neg_mulVec, neg_dotProduct, dotProduct_comm]
  linarith
```

**Q.** And the step with the constant c?

**A.** It is a lemma about any real solution w orthogonal to v, and the proof turns on its first line, `obtain ⟨c, rfl⟩ := hv.2.2 w hw`. Nondegeneracy supplies a number c and an equation w = cv. The pattern `rfl` does not store that equation; it replaces w by `c • v` everywhere, so the orthogonality hypothesis becomes c(v·v) = 0. Either c = 0, and w vanishes, or v·v = 0, which contradicts v ≠ 0.

The substitution works because w is a variable. With the expression Kv in its place, Lean would have nothing to replace, which is a good reason to prove the lemma for a general w first.

```lean
/-- In a nondegenerate level with eigenvector `v`, a real solution of the eigenvalue equation
that is orthogonal to `v` is zero. -/
theorem eq_zero_of_orthogonal {H : Matrix n n ℝ} {E : ℝ} {v w : n → ℝ}
    (hv : IsNondegenerate H E v) (hw : H *ᵥ w = E • w) (horth : v ⬝ᵥ w = 0) :
    w = 0 := by
  obtain ⟨c, rfl⟩ := hv.2.2 w hw
  rw [dotProduct_smul, smul_eq_mul] at horth
  rcases mul_eq_zero.mp horth with hc | hvv
  · rw [hc, zero_smul]
  · exact absurd (dotProduct_self_eq_zero.mp hvv) hv.1
```

**Q.** So the main theorem only has to put Kv in for w?

**A.** Yes. `hlevel` is the computation H(Kv) = E(Kv), and the two preceding lemmas do the rest.

```lean
/-- If a real antisymmetric `K` commutes with the real matrix `H`, then `K` annihilates every
real nondegenerate eigenvector of `H`. -/
theorem rotation_annihilates {H K : Matrix n n ℝ} {E : ℝ} {v : n → ℝ}
    (hK : Kᵀ = -K) (hHK : H * K = K * H) (hv : IsNondegenerate H E v) :
    K *ᵥ v = 0 := by
  -- `Kv` belongs to the same level as `v`
  have hlevel : H *ᵥ (K *ᵥ v) = E • (K *ᵥ v) := by
    rw [Matrix.mulVec_mulVec, hHK, ← Matrix.mulVec_mulVec, hv.2.1, Matrix.mulVec_smul]
  exact eq_zero_of_orthogonal hv hlevel (dotProduct_rotation_eq_zero hK v)
```

**Q.** Now the paramagnetic elements. Is the bra conjugated?

**A.** It is: `star u` conjugates u, so the expression is the usual ⟨u, Lv⟩. The state u is arbitrary and need not be an eigenvector of H.

```lean
/-- Let `K` be real, antisymmetric and commuting with the real Hamiltonian matrix `H`. Then every
paramagnetic matrix element `⟨u, Lv⟩` of `L = iK` with a real nondegenerate eigenvector `v`
of `H` vanishes. -/
theorem paramagnetic_element_eq_zero {H K : Matrix n n ℝ} {E : ℝ} {v : n → ℝ}
    (hK : Kᵀ = -K) (hHK : H * K = K * H) (hv : IsNondegenerate H E v) (u : n → ℂ) :
    star u ⬝ᵥ (axialL K *ᵥ toComplex v) = 0 := by
  rw [axialL_mulVec, rotation_annihilates hK hHK hv]
  simp [toComplex, dotProduct]
```

**Q.** Ramsey's formula for the paramagnetic part of the nuclear magnetic shielding is a sum over excited states, with matrix elements of the angular momentum and energy denominators. I see neither the sum nor the denominators.

**A.** The sum can be replaced by a linear equation. For a perturbation L, the first-order change x of the state obeys

(H − E)x = −Lv, with x orthogonal to v.

There is no first-order energy on the right, because ⟨v, Lv⟩ = i(v·Kv) = 0. When H is symmetric, Ramsey's sum over states is built from the solution of this equation. The theorem says that any solution x is zero.

By hand, Lv = 0 leaves Hx = Ex. Write x = a + ib with a and b real. Since H, E and v are real, the equations separate:

Ha = Ea, Hb = Eb, v·a = 0, v·b = 0.

The lemma on orthogonal solutions gives a = 0 and b = 0. In the code these are `hre` and `him`, obtained by taking real and imaginary parts of both hypotheses. The missing conjugation in `toComplex v ⬝ᵥ x` does no harm, since v is real.

```lean
/-- Let `K` be real, antisymmetric and commuting with the real matrix `H`, and let `v` be a real
nondegenerate eigenvector of `H` with energy `E`. A first-order response `x` to the
perturbation `L = iK`, which solves `(H - E) x = -L v` and is orthogonal to `v`, is zero. -/
theorem first_order_response_eq_zero {H K : Matrix n n ℝ} {E : ℝ} {v : n → ℝ}
    (hK : Kᵀ = -K) (hHK : H * K = K * H) (hv : IsNondegenerate H E v) {x : n → ℂ}
    (hx : H.map (fun a => (a : ℂ)) *ᵥ x - (E : ℂ) • x = -(axialL K *ᵥ toComplex v))
    (horth : toComplex v ⬝ᵥ x = 0) :
    x = 0 := by
  -- the source term vanishes
  have hL : axialL K *ᵥ toComplex v = 0 := by
    rw [axialL_mulVec, rotation_annihilates hK hHK hv]
    ext i
    simp [toComplex]
  rw [hL, neg_zero, sub_eq_zero] at hx
  -- the real and imaginary parts of `x` solve the real eigenvalue equation
  have hre : (fun i => (x i).re) = 0 := by
    apply eq_zero_of_orthogonal hv
    · ext i
      have h := congrArg Complex.re (congrFun hx i)
      simpa [Matrix.mulVec, dotProduct] using h
    · have h := congrArg Complex.re horth
      simpa [toComplex, dotProduct] using h
  have him : (fun i => (x i).im) = 0 := by
    apply eq_zero_of_orthogonal hv
    · ext i
      have h := congrArg Complex.im (congrFun hx i)
      simpa [Matrix.mulVec, dotProduct] using h
    · have h := congrArg Complex.im horth
      simpa [toComplex, dotProduct] using h
  ext i
  exact Complex.ext (congrFun hre i) (congrFun him i)
```

**Q.** Then have you proved that a linear molecule has no paramagnetic shielding?

**A.** Only that the paramagnetic part vanishes for a field along the axis, with the gauge origin on the axis. The diamagnetic part remains, and a field perpendicular to the axis brings in other components of the angular momentum, about which these theorems say nothing. The shielding tensor itself is not defined in the file.

**Q.** And commutation is an assumption. Does a truncated basis respect it?

**A.** It does if the molecule is axially symmetric and the space spanned by the basis is closed under rotations about the axis. The file takes HK = KH as given and does not derive it from a molecular geometry. For a spin-free full configuration interaction calculation in such a finite basis, the result gives a simple test: the axial paramagnetic term of a nondegenerate state should come out as zero, up to rounding and the convergence of the eigenvector.

**Q.** Is there any example that satisfies all your hypotheses?

**A.** Take three states σ, πx, πy, with energy 0 for σ and 1 for the two π states. The rotation generator sends σ to zero, πx to πy and πy to −πx.

```lean
/-- A model Hamiltonian in the basis σ, πx, πy, with energy 0 for σ and 1 for both π states. -/
def modelH : Matrix (Fin 3) (Fin 3) ℝ := !![0, 0, 0; 0, 1, 0; 0, 0, 1]

/-- The generator of rotations about the axis in the basis σ, πx, πy. -/
def modelK : Matrix (Fin 3) (Fin 3) ℝ := !![0, 0, 0; 0, 0, -1; 0, 1, 0]
```

The next theorem verifies antisymmetry, commutation and the nondegeneracy of σ. The matrix identities are checked entry by entry with `fin_cases`. For nondegeneracy, components 1 and 2 of Hw = 0 force w₁ = w₂ = 0, so w is w₀ times the σ vector.

```lean
/-- In the model, the rotation generator is antisymmetric and commutes with the Hamiltonian,
and the σ state is a nondegenerate eigenvector with energy 0. -/
theorem rotation_annihilates_witness :
    modelKᵀ = -modelK ∧ modelH * modelK = modelK * modelH ∧
      IsNondegenerate modelH 0 ![1, 0, 0] := by
  refine ⟨?_, ?_, ?_, ?_, ?_⟩
  · ext i j
    fin_cases i <;> fin_cases j <;> simp [modelK]
  · ext i j
    fin_cases i <;> fin_cases j <;>
      simp [modelH, modelK, Matrix.mul_apply, Fin.sum_univ_three]
  · intro h
    have h0 := congrFun h 0
    simp at h0
  · ext i
    fin_cases i <;> simp [modelH, Matrix.mulVec, dotProduct, Fin.sum_univ_three]
  · intro w hw
    have h1 := congrFun hw 1
    have h2 := congrFun hw 2
    simp [modelH, Matrix.mulVec, dotProduct, Fin.sum_univ_three] at h1 h2
    refine ⟨w 0, ?_⟩
    ext i
    fin_cases i <;> simp [h1, h2]
```

**Q.** What if I apply the claim to a π state?

**A.** It fails, and the same model shows it. K turns πx into πy, which is not zero and has the same energy. H and K still meet their conditions; only nondegeneracy is missing. The corresponding matrix element is ⟨πy, Lπx⟩ = i.

```lean
/-- In the model, the πx state is an eigenvector with energy 1, and the rotation generator
turns it into the πy state, which has the same energy. -/
theorem degenerate_level_not_annihilated :
    modelH *ᵥ ![0, 1, 0] = (1 : ℝ) • ![0, 1, 0] ∧
      modelK *ᵥ ![0, 1, 0] = ![0, 0, 1] ∧
      modelH *ᵥ ![0, 0, 1] = (1 : ℝ) • ![0, 0, 1] := by
  refine ⟨?_, ?_, ?_⟩ <;> ext i <;> fin_cases i <;>
    simp [modelH, modelK, Matrix.mulVec, dotProduct, Fin.sum_univ_three]

end

end RamseyAxialShielding
```

```lean
#print axioms RamseyAxialShielding.axialL_isHermitian
#print axioms RamseyAxialShielding.paramagnetic_element_eq_zero
#print axioms RamseyAxialShielding.first_order_response_eq_zero
#print axioms RamseyAxialShielding.degenerate_level_not_annihilated
```

```
'RamseyAxialShielding.axialL_isHermitian' depends on axioms: [propext, Classical.choice, Quot.sound]
'RamseyAxialShielding.paramagnetic_element_eq_zero' depends on axioms: [propext, Classical.choice, Quot.sound]
'RamseyAxialShielding.first_order_response_eq_zero' depends on axioms: [propext, Classical.choice, Quot.sound]
'RamseyAxialShielding.degenerate_level_not_annihilated' depends on axioms: [propext, Classical.choice, Quot.sound]
```

**Q.** So my remaining doubts should go to the model, not to the algebra.

**A.** Yes: to whether a spin-free, finite real matrix with exact axial symmetry describes your molecule, and to whether the level you care about is nondegenerate.
